# Unique integer coefficients for overlapping fragments, and single counting when the family is closed under intersection

To estimate the energy of a large molecule from calculations on overlapping fragments, one must correct for the atoms and interactions that several fragments share, and this requires deciding what a fragment is. Here a fragment is only a finite set of atom labels, and its energy depends on that set alone. Positions, cut bonds and surroundings don't appear separately. The correction then becomes a counting problem: which integer weights make every shared contribution count once?

## Weights for shared atoms

Let $P$ be a finite family of fragments, and give each fragment $F$ an integer coefficient $c(F)$. For two fragments $A$ and $B$, neither inside the other, the familiar combination is

$$E(A)+E(B)-E(A\cap B).$$

The overlap is itself a fragment, with coefficient $-1$. For a general family, define the *coverage* of an atom set $T$ as

$$\operatorname{cov}(T)=\sum_{G\in P,\;T\subseteq G}c(G),$$

and call the coefficients *balanced* if $\operatorname{cov}(F)=1$ for every $F\in P$. Both words are names chosen for these notes.

For the energy, take a many-body expansion in which the bodies are atoms, not electrons:

$$E(S)=\sum_{T\subseteq S}\varepsilon(T).$$

Here $\varepsilon(T)$ is the contribution belonging to exactly the atoms in $T$; it is not an orbital energy. The empty set is included in the sum, and one would normally set $\varepsilon(\emptyset)=0$.

## What is stated

The type `α` holds the atom labels, `Finset α` is the type of atom sets, and `P` is a finite set of these. There are four main statements.

- **Existence and uniqueness** (`existsUnique_balanced`). Every `P` has exactly one balanced integer function that is zero outside `P`. The zero condition is needed because `c` is defined on all atom sets, while balance only involves its values on `P`.
- **Coverage** (`coverage_eq_one`). If `P` contains the intersection of any two of its members and `c` is balanced, every `T` inside some fragment has coverage one.
- **Energy** (`combine_manyBodyEnergy`). Under the same hypotheses, $\sum_{F\in P}c(F)E(F)$ equals the sum of $\varepsilon(T)$ over all $T$ that fit in some fragment, each taken once.
- **Error** (`fragmentation_error`). If all fragments also lie in the whole system $S$, then $E(S)$ minus the combined energy is the sum of $\varepsilon(T)$ over the subsets of $S$ that fit in no fragment.

The function `ε` is an arbitrary real function of atom sets, so no decay with distance is assumed and no size of the error is given. Closure applies to disjoint fragments too: their intersection is the empty set, which must then belong to `P`.

The result bears on fragment methods in electronic structure, provided that a given set of atoms contributes the same $\varepsilon(T)$ in every fragment and in the whole system. The theorems assume this by using one function $\varepsilon$ throughout. In a real calculation, capping atoms or embedding charges that differ between fragments can change what the same atoms contribute.

## Coefficients from the top down

For $F\in P$, separate $F$ from the larger fragments in its coverage:

$$\operatorname{cov}(F)=c(F)+\sum_{G\in P,\;F\subsetneq G}c(G).$$

Balance is therefore equivalent to

$$c(F)=1-\sum_{G\in P,\;F\subsetneq G}c(G)\qquad\text{for every }F\in P.$$

A fragment contained in no other gets coefficient 1. If $F\subsetneq G$, every fragment strictly above $G$ is also strictly above $F$, while $G$ itself is above $F$ but not above $G$. So $G$ has fewer fragments above it than $F$ has. The recursion ends, and by induction on this number it fixes every coefficient on $P$. Only integers are added and subtracted, so the coefficients are integers.

## From fragments to all sets inside them

Let $P$ be closed under intersection and let $T$ lie in some fragment. Among the fragments containing $T$, choose one with the fewest atoms, $M$. If $G\in P$ also contains $T$, then $M\cap G$ is a fragment containing $T$, so $|M\cap G|\ge|M|$. Since $M\cap G\subseteq M$, the two are equal, and $M\subseteq G$. Conversely, $M\subseteq G$ implies $T\subseteq G$. The same fragments contain $T$ and $M$, hence

$$\operatorname{cov}(T)=\operatorname{cov}(M)=1.$$

Let $D$ be the collection of all sets that fit in some fragment. Exchanging the sums gives

$$\sum_{F\in P}c(F)\sum_{T\subseteq F}\varepsilon(T)
=\sum_{T\in D}\varepsilon(T)\sum_{F\in P,\;T\subseteq F}c(F)
=\sum_{T\in D}\varepsilon(T).$$

If all fragments lie in $S$, every member of $D$ is a subset of $S$. Subtracting from $E(S)$ leaves

$$E(S)-\sum_{F\in P}c(F)E(F)=\sum_{T\subseteq S,\;T\notin D}\varepsilon(T).$$

## Three atoms, with and without the overlap

Take $S=\{0,1,2\}$ and only the fragments $\{0,1\}$ and $\{1,2\}$. Neither contains the other, so balance gives both coefficient 1, and the shared atom has coverage 2. Balance on the fragments alone thus does not ensure single counting inside them.

Adding $\{1\}$ closes the family. Its coefficient is $1-1-1=-1$, and the error becomes $\varepsilon(\{0,2\})+\varepsilon(\{0,1,2\})$: the end-to-end pair term and the three-body term.

In the limiting case $P=\{S\}$, the only coefficient is 1 and the error is zero. At the other end, an empty $P$ gives a combined energy of zero, and the error is all of $E(S)$.

## The Lean file

```lean
import Mathlib

open Finset

namespace OverlappingFragments

noncomputable section

variable {α : Type*} [DecidableEq α]

/-- The coverage of an atom set `T`: the sum of the coefficients of all fragments in `P`
that contain `T`. -/
def coverage (P : Finset (Finset α)) (c : Finset α → ℤ) (T : Finset α) : ℤ :=
  ∑ G ∈ P.filter (fun G => T ⊆ G), c G

/-- Coefficients are balanced if every fragment of the family has coverage one. -/
def IsBalanced (P : Finset (Finset α)) (c : Finset α → ℤ) : Prop :=
  ∀ F ∈ P, coverage P c F = 1

/-- A fragment strictly containing `F` has fewer fragments strictly above it than `F` has. -/
theorem card_above_lt {P : Finset (Finset α)} {F G : Finset α}
    (hG : G ∈ P.filter (fun K => F ⊂ K)) :
    (P.filter (fun K => G ⊂ K)).card < (P.filter (fun K => F ⊂ K)).card := by
  apply Finset.card_lt_card
  rw [Finset.ssubset_iff_subset_ne]
  constructor
  · intro K hK
    rw [Finset.mem_filter] at hK ⊢
    exact ⟨hK.1, (Finset.mem_filter.1 hG).2.trans hK.2⟩
  · intro h
    rw [← h] at hG
    exact (Finset.mem_filter.1 hG).2.ne rfl

/-- The fragment coefficient, computed from the largest fragments downwards: one minus the
coefficients of all fragments that strictly contain `F`. -/
def coeff (P : Finset (Finset α)) (F : Finset α) : ℤ :=
  1 - ∑ G ∈ (P.filter (fun K => F ⊂ K)).attach, coeff P G.1
termination_by (P.filter (fun K => F ⊂ K)).card
decreasing_by exact card_above_lt (Subtype.property _)

/-- The coverage of a fragment is its own coefficient plus those of all fragments strictly
containing it. -/
theorem coverage_split {P : Finset (Finset α)} (c : Finset α → ℤ) {F : Finset α}
    (hF : F ∈ P) :
    coverage P c F = c F + ∑ G ∈ P.filter (fun K => F ⊂ K), c G := by
  have h : P.filter (fun G => F ⊆ G) = insert F (P.filter (fun K => F ⊂ K)) := by
    ext G
    simp only [Finset.mem_filter, Finset.mem_insert]
    constructor
    · rintro ⟨hG, hFG⟩
      by_cases e : G = F
      · exact Or.inl e
      · exact Or.inr ⟨hG, Finset.ssubset_iff_subset_ne.2 ⟨hFG, fun h => e h.symm⟩⟩
    · rintro (e | ⟨hG, hFG⟩)
      · rw [e]
        exact ⟨hF, Finset.Subset.refl F⟩
      · exact ⟨hG, hFG.subset⟩
  rw [coverage, h, Finset.sum_insert (by simp)]

/-- The recursively computed coefficients are balanced. -/
theorem coeff_balanced (P : Finset (Finset α)) : IsBalanced P (coeff P) := by
  intro F hF
  have h : coeff P F = 1 - ∑ G ∈ P.filter (fun K => F ⊂ K), coeff P G := by
    rw [coeff, Finset.sum_attach _ (fun G => coeff P G)]
  rw [coverage_split _ hF, h]
  ring

/-- Any balanced coefficients agree on the fragments with the recursively computed ones. -/
theorem eq_coeff_of_balanced {P : Finset (Finset α)} {c : Finset α → ℤ}
    (hc : IsBalanced P c) {F : Finset α} (hF : F ∈ P) : c F = coeff P F := by
  -- induction on the number of fragments strictly above `F`
  induction hn : (P.filter (fun K => F ⊂ K)).card using Nat.strong_induction_on
    generalizing F with
  | h n ih =>
    have hs : ∑ G ∈ P.filter (fun K => F ⊂ K), c G
        = ∑ G ∈ P.filter (fun K => F ⊂ K), coeff P G :=
      Finset.sum_congr rfl fun G hG =>
        ih _ (hn ▸ card_above_lt hG) (Finset.mem_filter.1 hG).1 rfl
    have h1 := hc F hF
    have h2 := coeff_balanced P F hF
    rw [coverage_split _ hF] at h1 h2
    linarith

/-- Every finite family of fragments has exactly one balanced integer coefficient function
that vanishes outside the family. -/
theorem existsUnique_balanced (P : Finset (Finset α)) :
    ∃! c : Finset α → ℤ, IsBalanced P c ∧ ∀ F, F ∉ P → c F = 0 := by
  refine ⟨fun F => if F ∈ P then coeff P F else 0, ⟨fun F hF => ?_, fun F hF => ?_⟩, ?_⟩
  · have h : coverage P (fun F => if F ∈ P then coeff P F else 0) F
        = coverage P (coeff P) F := by
      unfold coverage
      exact Finset.sum_congr rfl fun G hG => if_pos (Finset.mem_filter.1 hG).1
    exact h.trans (coeff_balanced P F hF)
  · simp [hF]
  · rintro c ⟨hc, h0⟩
    funext F
    by_cases hF : F ∈ P
    · simpa [hF] using eq_coeff_of_balanced hc hF
    · simpa [hF] using h0 F hF

/-- In a family closed under pairwise intersection, with balanced coefficients, every atom set
contained in some fragment has coverage one. -/
theorem coverage_eq_one {P : Finset (Finset α)} {c : Finset α → ℤ}
    (hP : ∀ F ∈ P, ∀ G ∈ P, F ∩ G ∈ P) (hc : IsBalanced P c)
    {T : Finset α} (hT : ∃ F ∈ P, T ⊆ F) : coverage P c T = 1 := by
  obtain ⟨F, hF, hTF⟩ := hT
  -- a smallest fragment `M` containing `T`
  obtain ⟨M, hM, hmin⟩ := Finset.exists_min_image (P.filter (fun G => T ⊆ G)) Finset.card
    ⟨F, Finset.mem_filter.2 ⟨hF, hTF⟩⟩
  obtain ⟨hMP, hTM⟩ := Finset.mem_filter.1 hM
  -- the same fragments contain `T` and `M`
  have h : P.filter (fun G => T ⊆ G) = P.filter (fun G => M ⊆ G) := by
    ext G
    simp only [Finset.mem_filter]
    constructor
    · rintro ⟨hG, hTG⟩
      have hle := hmin (M ∩ G)
        (Finset.mem_filter.2 ⟨hP M hMP G hG, Finset.subset_inter hTM hTG⟩)
      have he : M ∩ G = M := Finset.eq_of_subset_of_card_le Finset.inter_subset_left hle
      exact ⟨hG, Finset.inter_eq_left.1 he⟩
    · rintro ⟨hG, hMG⟩
      exact ⟨hG, hTM.trans hMG⟩
  rw [coverage, h]
  exact hc M hMP

/-- The many-body expansion of the energy of `S`: the sum of the contributions `ε T` of all
subsets `T` of its atoms. -/
def manyBodyEnergy (ε : Finset α → ℝ) (S : Finset α) : ℝ := ∑ T ∈ S.powerset, ε T

/-- The combination of fragment values `E F` weighted with the coefficients `c F`. -/
def combine (P : Finset (Finset α)) (c : Finset α → ℤ) (E : Finset α → ℝ) : ℝ :=
  ∑ F ∈ P, (c F : ℝ) * E F

/-- For an intersection-closed family with balanced coefficients, the combined fragment energy
counts each many-body contribution that fits in some fragment exactly once. -/
theorem combine_manyBodyEnergy {P : Finset (Finset α)} {c : Finset α → ℤ}
    (hP : ∀ F ∈ P, ∀ G ∈ P, F ∩ G ∈ P) (hc : IsBalanced P c) (ε : Finset α → ℝ) :
    combine P c (manyBodyEnergy ε) = ∑ T ∈ P.biUnion Finset.powerset, ε T := by
  unfold combine manyBodyEnergy
  simp_rw [Finset.mul_sum]
  -- collect the fragments that contain a given `T`
  rw [Finset.sum_comm' (s' := fun T => P.filter (fun F => T ⊆ F))
    (t' := P.biUnion Finset.powerset) (by
      intro F T
      simp only [Finset.mem_filter, Finset.mem_powerset, Finset.mem_biUnion]
      exact ⟨fun h => ⟨h, F, h.1, h.2⟩, fun h => h.1⟩)]
  refine Finset.sum_congr rfl fun T hT => ?_
  simp only [Finset.mem_biUnion, Finset.mem_powerset] at hT
  have h := coverage_eq_one hP hc hT
  unfold coverage at h
  have h' : ∑ F ∈ P.filter (fun F => T ⊆ F), (c F : ℝ) = 1 := by exact_mod_cast h
  rw [← Finset.sum_mul, h', one_mul]

/-- For an intersection-closed family of fragments of `S` with balanced coefficients, the error
of the combined energy is the sum of the many-body contributions that fit in no fragment. -/
theorem fragmentation_error {P : Finset (Finset α)} {c : Finset α → ℤ}
    (hP : ∀ F ∈ P, ∀ G ∈ P, F ∩ G ∈ P) (hc : IsBalanced P c) (ε : Finset α → ℝ)
    {S : Finset α} (hS : ∀ F ∈ P, F ⊆ S) :
    manyBodyEnergy ε S - combine P c (manyBodyEnergy ε)
      = ∑ T ∈ S.powerset \ P.biUnion Finset.powerset, ε T := by
  have hsub : P.biUnion Finset.powerset ⊆ S.powerset := by
    intro T hT
    simp only [Finset.mem_biUnion, Finset.mem_powerset] at hT ⊢
    obtain ⟨F, hF, hTF⟩ := hT
    exact hTF.trans (hS F hF)
  have h := Finset.sum_sdiff (f := ε) hsub
  rw [combine_manyBodyEnergy hP hc, manyBodyEnergy]
  linarith

/-- Without the intersection in the family, the fragments `{0,1}` and `{1,2}` with balanced
coefficients give their shared atom coverage two. -/
theorem shared_atom_counted_twice (c : Finset (Fin 3) → ℤ)
    (hc : IsBalanced {{0, 1}, {1, 2}} c) : coverage {{0, 1}, {1, 2}} c {1} = 2 := by
  have h1 := hc {0, 1} (by decide)
  have h2 := hc {1, 2} (by decide)
  have e1 : ({{0, 1}, {1, 2}} : Finset (Finset (Fin 3))).filter (fun G => {0, 1} ⊆ G)
      = {{0, 1}} := by decide
  have e2 : ({{0, 1}, {1, 2}} : Finset (Finset (Fin 3))).filter (fun G => {1, 2} ⊆ G)
      = {{1, 2}} := by decide
  have e3 : ({{0, 1}, {1, 2}} : Finset (Finset (Fin 3))).filter (fun G => {1} ⊆ G)
      = {{0, 1}, {1, 2}} := by decide
  rw [coverage, e1, Finset.sum_singleton] at h1
  rw [coverage, e2, Finset.sum_singleton] at h2
  rw [coverage, e3, Finset.sum_pair (by decide), h1, h2]
  norm_num

end

end OverlappingFragments
```

```lean
#print axioms OverlappingFragments.existsUnique_balanced
#print axioms OverlappingFragments.fragmentation_error
#print axioms OverlappingFragments.shared_atom_counted_twice
```

```
'OverlappingFragments.existsUnique_balanced' depends on axioms: [propext, Classical.choice, Quot.sound]
'OverlappingFragments.fragmentation_error' depends on axioms: [propext, Classical.choice, Quot.sound]
'OverlappingFragments.shared_atom_counted_twice' depends on axioms: [propext, Classical.choice, Quot.sound]
```

## How the Lean proof is built

**The recursion.** `card_above_lt` shows that the number of larger fragments drops on passing from $F$ to a fragment strictly above it. Lean uses this to accept the definition of `coeff`. The `attach` in that definition keeps, with each `G`, the proof that it lies above `F`, which the termination argument needs.

**Balance and uniqueness.** `coverage_split` separates the fragment's own coefficient by writing the set of fragments containing `F` as `F` inserted into the set of those strictly above it. `coeff_balanced` substitutes the recursion, and `ring` cancels the sums. In `eq_coeff_of_balanced`, strong induction on the number of larger fragments makes the two sums over them equal; `linarith` then compares the two balance equations. `existsUnique_balanced` sets `coeff` to zero outside `P`, checks that this leaves the coverages unchanged, and applies the uniqueness lemma on `P`.

**The smallest fragment.** In `coverage_eq_one`, `Finset.exists_min_image` supplies $M$. Closure puts `M ∩ G` among the candidates, and `Finset.eq_of_subset_of_card_le` turns the comparison of sizes into `M ∩ G = M`. The two filtered families are then equal, so balance at `M` finishes the argument.

**The energy sums.** `combine_manyBodyEnergy` moves the coefficients inside with `Finset.mul_sum` and exchanges the sums with `Finset.sum_comm'`. That lemma suits the case because the range of `T` depends on `F`; the accompanying proof checks that both orders describe the same pairs. `exact_mod_cast` carries the integer coverage identity over to the reals. `fragmentation_error` splits the subsets of `S` into those that fit in a fragment and the rest, using `Finset.sum_sdiff`, and subtracts.

**The counter-example.** `shared_atom_counted_twice` takes any balanced `c` for the two fragments. `decide` finds which fragments contain each relevant set, balance makes both coefficients 1, and the coverage of the shared atom is their sum.
